# A Larger Level Shift Reduces Orbital Mixing in a Coupled Two-Level Fock Matrix

## Two orbitals and a shift

In an orthonormal basis (occupied, virtual), with the occupied orbital energy as zero, take the real Fock matrix

$$F=\begin{pmatrix}0&g\\g&D+b\end{pmatrix}.$$

Here $D$ is the bare orbital gap and $b$ is the level shift, an energy added to the virtual orbital to restrain mixing. The coupling $g$ is the occupied–virtual Fock element. It vanishes when the orbitals are self-consistent, so $g\neq0$ describes an iteration that has not yet converged.

Write $G=D+b$ and $R=\sqrt{G^2+4g^2}$. Components are numbered from zero: for a unit vector $v=(v_0,v_1)$, the virtual weight is $v_1^2$.

## The weight of the virtual orbital

Let $g\neq0$ and $G>0$, and let $v$ be a normalized lowest eigenvector. Then

$$v_1^2=\frac12\left(1-\frac GR\right)\le\frac{g^2}{G^2},$$

and every larger shift gives a strictly smaller weight.

In Lean this is `level_shifting`. The matrix is `shiftedFock g D b`, and `IsLowestState` requires `v ⬝ᵥ v = 1` and an eigenvalue no larger than that of any nonzero real eigenvector. The weight formula is not part of this definition. The last conclusion compares `v` with any lowest state `v'` at any shift `b' > b`, with `g` and `D` unchanged.

For this fixed two-orbital matrix, the result describes how a level shift limits the change of the occupied orbital in one diagonalization step of a self-consistent field calculation. It does not address convergence of the iteration, in which $g$ and $D$ change from step to step.

## From the secular equation to the weight

The eigenvalue equation reads

$$g v_1=E v_0,\qquad g v_0+G v_1=E v_1.$$

Hence $E(E-G)v_0=g(E-G)v_1=g^2v_0$ and $E(E-G)v_1=Eg v_0=g^2v_1$. Since $v\neq0$, we get $E(E-G)=g^2$, with roots $(G\pm R)/2$. The lower root is attained by the nonzero vector $(g,E)$, so the lowest state has $E=(G-R)/2$.

Squaring the first component equation and using $v_0^2=1-v_1^2$ gives $(g^2+E^2)v_1^2=E^2$. By the secular equation, $g^2+E^2=E(2E-G)=-ER$. As $g\neq0$ forces $E\neq0$,

$$v_1^2=-\frac ER=\frac{R-G}{2R}.$$

## Bounds and slope

Multiplying numerator and denominator by $R+G$ gives

$$v_1^2=\frac{R^2-G^2}{2R(R+G)}=\frac{2g^2}{R(R+G)}.$$

For $0<G\le R$ we have $2G^2\le R(R+G)\le2R^2$, so

$$\frac{g^2}{G^2+4g^2}\le v_1^2\le\frac{g^2}{G^2}.$$

Since $dR/dG=G/R$,

$$\frac{d}{dG}\,\frac12\left(1-\frac GR\right)=-\frac{R^2-G^2}{2R^3}=-\frac{2g^2}{R^3}<0.$$

The weight therefore falls strictly as $b$ grows.

## A numerical case and the large-shift limit

Take $g=6$ and $D=9$. Without a shift, $R=15$ and $E=-3$; the eigenvector is $(2,-1)/\sqrt5$, with virtual weight $1/5$. With $b=7$, $G=16$, $R=20$ and $E=-2$; the eigenvector is $(3,-1)/\sqrt{10}$, and the weight drops to $1/10$. The upper bounds are $4/9$ and $9/64$.

As $G\to\infty$ at fixed $g$, the ratio of the two bounds tends to one, so the weight approaches the perturbative estimate $g^2/G^2$.

## The Lean file and its proof

```lean
import Mathlib

open Matrix

namespace LevelShifting

noncomputable section

/-- The Fock matrix in the basis (occupied, virtual), with coupling `g`, bare orbital gap `D`
and level shift `b` added to the virtual orbital. -/
def shiftedFock (g D b : ℝ) : Matrix (Fin 2) (Fin 2) ℝ := !![0, g; g, D + b]

/-- A normalized eigenvector whose eigenvalue is the lowest one of the matrix `F`. -/
def IsLowestState (F : Matrix (Fin 2) (Fin 2) ℝ) (v : Fin 2 → ℝ) : Prop :=
  v ⬝ᵥ v = 1 ∧ ∃ E : ℝ, F *ᵥ v = E • v ∧
    ∀ (E' : ℝ) (u : Fin 2 → ℝ), u ≠ 0 → F *ᵥ u = E' • u → E ≤ E'

/-- The lower root of the secular equation for coupling `g` and shifted gap `G`. -/
def lowEnergy (g G : ℝ) : ℝ := (G - √(G ^ 2 + 4 * g ^ 2)) / 2

/-- The two-level mixing formula for coupling `g` and shifted gap `G`, meant for `g` and `G`
not both zero. -/
def mixingWeight (g G : ℝ) : ℝ := (1 - G / √(G ^ 2 + 4 * g ^ 2)) / 2

/-- The eigenvalue equation of the shifted Fock matrix, written in components. -/
theorem eigen_iff (g D b E : ℝ) (u : Fin 2 → ℝ) :
    shiftedFock g D b *ᵥ u = E • u ↔
      g * u 1 = E * u 0 ∧ g * u 0 + (D + b) * u 1 = E * u 1 := by
  rw [funext_iff, Fin.forall_fin_two]
  simp [shiftedFock, Matrix.mulVec, dotProduct, Fin.sum_univ_two]

/-- Every orbital energy `E` of the shifted Fock matrix obeys the secular equation. -/
theorem secular {g D b E : ℝ} {u : Fin 2 → ℝ} (hu : u ≠ 0)
    (h : shiftedFock g D b *ᵥ u = E • u) : E * (E - (D + b)) = g ^ 2 := by
  obtain ⟨h0, h1⟩ := (eigen_iff g D b E u).1 h
  by_contra hne
  have hne' : E * (E - (D + b)) - g ^ 2 ≠ 0 := sub_ne_zero.2 hne
  -- the secular determinant annihilates both components
  have k0 : (E * (E - (D + b)) - g ^ 2) * u 0 = 0 := by
    linear_combination (-(E - (D + b))) * h0 - g * h1
  have k1 : (E * (E - (D + b)) - g ^ 2) * u 1 = 0 := by
    linear_combination (-g) * h0 - E * h1
  apply hu
  rw [funext_iff, Fin.forall_fin_two]
  exact ⟨(mul_eq_zero.1 k0).resolve_left hne', (mul_eq_zero.1 k1).resolve_left hne'⟩

/-- The energy `lowEnergy g G` solves the secular equation, and no solution lies below it. -/
theorem lowEnergy_isLeast (g G : ℝ) :
    IsLeast {E : ℝ | E * (E - G) = g ^ 2} (lowEnergy g G) := by
  constructor
  · have hs := Real.sq_sqrt (show 0 ≤ G ^ 2 + 4 * g ^ 2 by positivity)
    show lowEnergy g G * (lowEnergy g G - G) = g ^ 2
    unfold lowEnergy
    linear_combination hs / 4
  · intro E hE
    have hE' : E * (E - G) = g ^ 2 := hE
    have h : |G - 2 * E| ≤ √(G ^ 2 + 4 * g ^ 2) :=
      Real.abs_le_sqrt (by nlinarith)
    have h' := le_abs_self (G - 2 * E)
    unfold lowEnergy
    linarith

/-- For nonzero coupling the shifted Fock matrix has a normalized lowest eigenvector,
whatever the gap and the shift. -/
theorem exists_lowestState {g : ℝ} (hg : g ≠ 0) (D b : ℝ) :
    ∃ v, IsLowestState (shiftedFock g D b) v := by
  have hq : lowEnergy g (D + b) * (lowEnergy g (D + b) - (D + b)) = g ^ 2 :=
    (lowEnergy_isLeast g (D + b)).1
  have hmin := (lowEnergy_isLeast g (D + b)).2
  generalize lowEnergy g (D + b) = e at hq hmin
  have hN : 0 < g ^ 2 + e ^ 2 := by positivity
  have hs := Real.sq_sqrt hN.le
  generalize √(g ^ 2 + e ^ 2) = s at hs
  refine ⟨![g / s, e / s], ?_, e, (eigen_iff _ _ _ _ _).2 ⟨?_, ?_⟩,
    fun E' u hu h => hmin (secular hu h)⟩
  · have h : ![g / s, e / s] ⬝ᵥ ![g / s, e / s] = (g ^ 2 + e ^ 2) / s ^ 2 := by
      simp [dotProduct, Fin.sum_univ_two]
      ring
    rw [h, hs, div_self hN.ne']
  · show g * (e / s) = e * (g / s)
    ring
  · show g * (g / s) + (D + b) * (e / s) = e * (e / s)
    linear_combination (-(1 / s)) * hq

/-- For nonzero coupling, the virtual weight of a normalized lowest eigenvector is given by
the two-level mixing formula. -/
theorem virtual_weight {g D b : ℝ} (hg : g ≠ 0) {v : Fin 2 → ℝ}
    (hv : IsLowestState (shiftedFock g D b) v) : v 1 ^ 2 = mixingWeight g (D + b) := by
  obtain ⟨hn, E, hE, hmin⟩ := hv
  have hv0 : v ≠ 0 := by
    rintro rfl
    simp at hn
  have hq : lowEnergy g (D + b) * (lowEnergy g (D + b) - (D + b)) = g ^ 2 :=
    (lowEnergy_isLeast g (D + b)).1
  -- the eigenvalue is the lower root
  have hle : E ≤ lowEnergy g (D + b) := by
    refine hmin _ ![g, lowEnergy g (D + b)] (fun h => hg (congrFun h 0))
      ((eigen_iff _ _ _ _ _).2 ⟨?_, ?_⟩)
    · show g * lowEnergy g (D + b) = lowEnergy g (D + b) * g
      ring
    · show g * g + (D + b) * lowEnergy g (D + b) = lowEnergy g (D + b) * lowEnergy g (D + b)
      linear_combination -hq
  have hEq : E = lowEnergy g (D + b) :=
    le_antisymm hle ((lowEnergy_isLeast g (D + b)).2 (secular hv0 hE))
  have h0 := ((eigen_iff _ _ _ _ _).1 hE).1
  simp only [dotProduct, Fin.sum_univ_two] at hn
  -- normalization fixes the virtual component
  have key : (g ^ 2 + E ^ 2) * v 1 ^ 2 = E ^ 2 := by
    linear_combination (g * v 1 + E * v 0) * h0 + E ^ 2 * hn
  have hpos : 0 < (D + b) ^ 2 + 4 * g ^ 2 := by positivity
  have hR := Real.sqrt_pos.2 hpos
  have hs := Real.sq_sqrt hpos.le
  rw [hEq] at key
  unfold lowEnergy at key
  unfold mixingWeight
  generalize √((D + b) ^ 2 + 4 * g ^ 2) = R at key hR hs ⊢
  have hg2 : 0 < g ^ 2 := by positivity
  have hlt : 0 < R - (D + b) := by nlinarith
  have h2 : 2 * R * v 1 ^ 2 = R - (D + b) := by
    apply mul_left_cancel₀ hlt.ne'
    linear_combination 4 * key + v 1 ^ 2 * hs
  have h3 : (D + b) / R = 1 - 2 * v 1 ^ 2 := by
    rw [div_eq_iff hR.ne']
    linear_combination h2
  rw [h3]
  ring

/-- For a positive shifted gap `G` the mixing weight lies between `g² / (G² + 4g²)`
and the perturbative estimate `g² / G²`. -/
theorem mixingWeight_bounds (g : ℝ) {G : ℝ} (hG : 0 < G) :
    g ^ 2 / (G ^ 2 + 4 * g ^ 2) ≤ mixingWeight g G ∧ mixingWeight g G ≤ g ^ 2 / G ^ 2 := by
  have hpos : 0 < G ^ 2 + 4 * g ^ 2 := by positivity
  have hR := Real.sqrt_pos.2 hpos
  have hs := Real.sq_sqrt hpos.le
  unfold mixingWeight
  generalize √(G ^ 2 + 4 * g ^ 2) = R at hR hs ⊢
  have hGR : G ≤ R := by nlinarith [sq_nonneg g]
  -- rationalize the difference R - G
  have hw : (1 - G / R) / 2 = 2 * g ^ 2 / (R * (R + G)) := by
    have hc : G / R * R = G := div_mul_cancel₀ G hR.ne'
    rw [eq_div_iff (by positivity)]
    linear_combination (-(R + G) / 2) * hc + hs / 2
  rw [hw]
  constructor
  · rw [div_le_div_iff₀ hpos (by positivity)]
    have h : R * (R + G) ≤ 2 * (G ^ 2 + 4 * g ^ 2) := by nlinarith
    nlinarith [mul_le_mul_of_nonneg_left h (sq_nonneg g)]
  · rw [div_le_div_iff₀ (by positivity) (by positivity)]
    have h : 2 * G ^ 2 ≤ R * (R + G) := by nlinarith
    nlinarith [mul_le_mul_of_nonneg_left h (sq_nonneg g)]

/-- For nonzero coupling, the mixing weight changes with the shifted gap `G` at the rate
`-2g² / (G² + 4g²)^(3/2)`. -/
theorem hasDerivAt_mixingWeight {g : ℝ} (hg : g ≠ 0) (G : ℝ) :
    HasDerivAt (mixingWeight g) (-(2 * g ^ 2) / √(G ^ 2 + 4 * g ^ 2) ^ 3) G := by
  have hpos : 0 < G ^ 2 + 4 * g ^ 2 := by positivity
  have hR := Real.sqrt_pos.2 hpos
  have hs := Real.sq_sqrt hpos.le
  have h1 : HasDerivAt (fun x : ℝ => x ^ 2 + 4 * g ^ 2) (2 * G) G := by
    simpa using (hasDerivAt_pow 2 G).add_const (4 * g ^ 2)
  have h2 := h1.sqrt hpos.ne'
  have h3 := (((hasDerivAt_id' G).fun_div h2 hR.ne').const_sub 1).div_const 2
  refine h3.congr_deriv ?_
  generalize √(G ^ 2 + 4 * g ^ 2) = R at hR hs ⊢
  rw [show g ^ 2 = (R ^ 2 - G ^ 2) / 4 by linarith]
  field_simp
  ring

/-- For nonzero coupling, the mixing weight decreases strictly as the shifted gap grows. -/
theorem mixingWeight_strictAnti {g : ℝ} (hg : g ≠ 0) : StrictAnti (mixingWeight g) := by
  refine strictAnti_of_deriv_neg fun G => ?_
  rw [(hasDerivAt_mixingWeight hg G).deriv]
  have hg2 : 0 < g ^ 2 := by positivity
  exact div_neg_of_neg_of_pos (by linarith) (by positivity)

/-- Level shifting: for nonzero coupling and positive shifted gap `D + b`, a normalized lowest
eigenvector has the stated virtual weight, which is at most `g² / (D + b)²`, and every larger
shift gives a strictly smaller virtual weight. -/
theorem level_shifting {g D b : ℝ} (hg : g ≠ 0) (hG : 0 < D + b) {v : Fin 2 → ℝ}
    (hv : IsLowestState (shiftedFock g D b) v) :
    v 1 ^ 2 = (1 - (D + b) / √((D + b) ^ 2 + 4 * g ^ 2)) / 2 ∧
      v 1 ^ 2 ≤ g ^ 2 / (D + b) ^ 2 ∧
      ∀ (b' : ℝ) (v' : Fin 2 → ℝ), b < b' →
        IsLowestState (shiftedFock g D b') v' → v' 1 ^ 2 < v 1 ^ 2 := by
  have hw := virtual_weight hg hv
  refine ⟨hw, hw.trans_le (mixingWeight_bounds g hG).2, fun b' v' hb hv' => ?_⟩
  rw [hw, virtual_weight hg hv']
  exact mixingWeight_strictAnti hg (by linarith)

end

end LevelShifting
```

```lean
#print axioms LevelShifting.exists_lowestState
#print axioms LevelShifting.level_shifting
```

```
'LevelShifting.exists_lowestState' depends on axioms: [propext, Classical.choice, Quot.sound]
'LevelShifting.level_shifting' depends on axioms: [propext, Classical.choice, Quot.sound]
```

`eigen_iff` gives the component equations, and `secular` combines them as above. `lowEnergy_isLeast` identifies the lower root: any solution satisfies $(G-2E)^2=R^2$, hence $G-2E\le R$. `exists_lowestState` normalizes $(g,E)$, so a lowest state exists for every shift when $g\neq0$.

In `virtual_weight`, minimality and the secular equation fix the eigenvalue. The step `key` is $(g^2+E^2)v_1^2=E^2$; inserting the root and cancelling the positive factor $R-G$ gives the formula. The `linear_combination` calls record which equations are multiplied and added.

`mixingWeight_bounds` rationalizes $R-G$ and compares denominators. `hasDerivAt_mixingWeight` applies the quotient rule, and `mixingWeight_strictAnti` turns the negative derivative into strict decrease. These last two results and `virtual_weight` hold for gaps of either sign; `level_shifting` uses $G>0$ only for the upper bound.
